# The Diagonal T1 and T2 Conditions Imply the Odd-Ring Inequality for Pair Occupations

Let $n_i$ be the number operator of spin orbital $i$ in a many-fermion state. Write $p_i=\langle n_i\rangle$ for its mean occupation and $d_{ij}=\langle n_i n_j\rangle$ for the probability that orbitals $i\neq j$ are both occupied. Each pair probability carries no extra factor of 2 or 1/2, and $d_{ij}=d_{ji}$. Arrange $L$ distinct orbitals, numbered $0,\dots,L-1$, in a closed ring, in any order. How small can the sum of the neighbouring pair occupations be when the $p_i$ are given?

The text derives a lower bound, which is attained for some occupations but is not the exact minimum for all of them. It uses two kinds of inequality on distinct orbitals $i,j,k$:

$$1-p_i-p_j-p_k+d_{ij}+d_{ik}+d_{jk}\ge 0 \qquad\text{(T1)}$$

$$p_k+d_{ij}-d_{ik}-d_{jk}\ge 0 \qquad\text{(T2)}$$

T2 is required for each of the three choices of $k$ in a triple. In a quantum state the left-hand sides are expectation values of the non-negative operators

$$n_in_jn_k+(1-n_i)(1-n_j)(1-n_k),\qquad n_k(1-n_i)(1-n_j)+(1-n_k)n_in_j .$$

Expanding the products cancels the cubic terms, so only one- and two-particle data remain. These are the diagonal parts of the T1 and T2 conditions on a two-particle density matrix.

**Claim.** If T1 and T2 hold on all distinct triples, then for odd $L\ge 3$, with indices taken modulo $L$,

$$\sum_{i=0}^{L-1} d_{i,i+1}\;\ge\;\sum_{i=0}^{L-1}p_i-\frac{L-1}{2}.$$

A density matrix optimised under the T1 and T2 conditions therefore obeys this bound on every odd ring in the chosen orbital basis, although the bound concerns diagonal elements only and does not establish that the matrix comes from a state.

## Growing a ring by two orbitals

For $L=3$ the claim is T1 itself, rearranged:

$$d_{01}+d_{12}+d_{20}\ge p_0+p_1+p_2-1.$$

Now take a ring with a bond between $a$ and $o$, and replace that bond by the path $a,b,c,o$. T1 on $(a,b,c)$ and T2 on $(c,o,a)$, with $a$ in the role of $k$, read

$$0\le 1-p_a-p_b-p_c+d_{ab}+d_{ac}+d_{bc},\qquad 0\le p_a+d_{co}-d_{ca}-d_{oa}.$$

In their sum $p_a$ and $d_{ac}$ cancel, which leaves

$$d_{ab}+d_{bc}+d_{co}-d_{ao}\ge p_b+p_c-1.$$

The left side is the change in the ring's pair sum. The right side is the change in the bound, because two new occupations enter and $(L-1)/2$ grows by one. Induction in steps of two orbitals, with $a=L-1$ and $o=0$, reaches every odd $L$.

If neighbours are never occupied together, the pair sum is zero and the claim becomes $\sum_i p_i\le (L-1)/2$.

## A half-filled pentagon with numbers

Take $L=5$, all $p_i=0.5$, $d_{ij}=0.1$ for neighbours and $0.3$ otherwise. A triple has either two neighbouring pairs or one, so the left side of T1 is $-0.5+0.5=0$ or $-0.5+0.7=0.2$. The smallest value of T2 is $0.5+0.1-0.3-0.3=0$.

The triangle $0,1,2$ has pair sum $0.1+0.1+0.3=0.5$, equal to its bound $1.5-1$. Inserting orbitals 3 and 4 changes the pair sum by $0.1+0.1+0.1-0.3=0$ and the bound by $0.5+0.5-1=0$. The pentagon thus has pair sum $0.5=2.5-2$, and equality holds.

If the neighbouring values are lowered to $0$ and the others raised to $0.5$, every triple still contains a non-neighbouring pair, so T1 holds: $-0.5+0.5\ge 0$. The ring sum is now $0<0.5$. T2 detects the fault: for $i=0$, $j=4$, $k=2$ it gives $0.5+0-0.5-0.5=-0.5$.

## Occupations and rings in Lean

Orbitals are elements of an arbitrary type `ι`.

```lean
import Mathlib

open Finset

namespace OddRingConditions

noncomputable section

variable {ι : Type*}
```

The functions `p` and `d` stand for $p_i$ and $d_{ij}$.

```lean
/-- The diagonal three-index conditions on occupations `p` and symmetric pair occupations `d`:
the T1 inequality and the inequalities `p k + d i j - d i k - d j k ≥ 0` on distinct orbitals. -/
structure ThreeIndexConditions (p : ι → ℝ) (d : ι → ι → ℝ) : Prop where
  symm : ∀ i j, d i j = d j i
  t1 : ∀ i j k, i ≠ j → i ≠ k → j ≠ k →
    0 ≤ 1 - p i - p j - p k + d i j + d i k + d j k
  t2 : ∀ i j k, i ≠ j → i ≠ k → j ≠ k → 0 ≤ p k + d i j - d i k - d j k
```

The fields `t1` and `t2` are the inequalities above. Since `t2` ranges over all ordered distinct triples, it contains all three choices of $k$. The conditions are hypotheses about real numbers: no wave function or density matrix appears, and the step from a quantum state to these inequalities is the operator argument given earlier, which was made in prose. Bounds such as $0\le p_i\le 1$ are not needed.

```lean
/-- The sum of the pair occupations of neighbours on the closed ring `v 0, ..., v (L - 1)`. -/
def ringPairSum (d : ι → ι → ℝ) (v : ℕ → ι) (L : ℕ) : ℝ :=
  ∑ i ∈ range L, d (v i) (v ((i + 1) % L))
```

The sequence `v` lists the orbitals of the ring, and only its first `L` entries matter. The remainder `(i + 1) % L` sends the last orbital back to `v 0`.

```lean
/-- The ring sum is the sum along the open chain plus the bond that closes the ring. -/
theorem ringPairSum_succ (d : ι → ι → ℝ) (v : ℕ → ι) (n : ℕ) :
    ringPairSum d v (n + 1) = ∑ i ∈ range n, d (v i) (v (i + 1)) + d (v n) (v 0) := by
  unfold ringPairSum
  rw [Finset.sum_range_succ, Nat.mod_self]
  congr 1
  apply Finset.sum_congr rfl
  intro i hi
  have hi' := Finset.mem_range.mp hi
  rw [Nat.mod_eq_of_lt (by omega)]
```

This lemma separates the closing bond from the open chain. For every other bond, $i+1$ is smaller than the ring length, so taking the remainder changes nothing.

## Induction from the triangle

```lean
/-- Under the three-index conditions, replacing the bond `a`-`o` by the path `a`-`b`-`c`-`o` through
distinct orbitals raises the pair sum by at least `p b + p c - 1`. -/
theorem insert_two_orbitals {p : ι → ℝ} {d : ι → ι → ℝ} (h : ThreeIndexConditions p d)
    {o a b c : ι} (hab : a ≠ b) (hac : a ≠ c) (hbc : b ≠ c) (hoa : o ≠ a) (hco : c ≠ o) :
    p b + p c - 1 ≤ d a b + d b c + d c o - d a o := by
  -- T1 on the new triangle, the second condition on the triangle that is glued to it
  have h1 := h.t1 a b c hab hac hbc
  have h2 := h.t2 c o a hco hac.symm hoa
  linarith [h.symm c a, h.symm o a]
```

Here `h1` is T1 on $(a,b,c)$ and `h2` is T2 on $(c,o,a)$. The tactic `linarith` adds them, using symmetry to identify $d_{ca}$ with $d_{ac}$ and $d_{oa}$ with $d_{ao}$.

```lean
/-- Under the three-index conditions, the ring inequality holds for `2 m + 3` distinct orbitals; it
is stated here with the closing bond written separately. -/
theorem chain_bound {p : ι → ℝ} {d : ι → ι → ℝ} (h : ThreeIndexConditions p d)
    (v : ℕ → ι) (m : ℕ) (hv : Set.InjOn v (Set.Iio (2 * m + 3))) :
    ∑ i ∈ range (2 * m + 3), p (v i) - ((m : ℝ) + 1) ≤
      ∑ i ∈ range (2 * m + 2), d (v i) (v (i + 1)) + d (v (2 * m + 2)) (v 0) := by
  induction m with
  | zero =>
    have ne : ∀ i j, i < 3 → j < 3 → i ≠ j → v i ≠ v j := fun i j hi hj hij e =>
      hij (hv (Set.mem_Iio.mpr (by omega)) (Set.mem_Iio.mpr (by omega)) e)
    have h1 := h.t1 (v 0) (v 1) (v 2) (ne 0 1 (by omega) (by omega) (by omega))
      (ne 0 2 (by omega) (by omega) (by omega)) (ne 1 2 (by omega) (by omega) (by omega))
    have h2 := h.symm (v 2) (v 0)
    norm_num [Finset.sum_range_succ]
    linarith
  | succ m ih =>
    have ne : ∀ i j, i < 2 * m + 5 → j < 2 * m + 5 → i ≠ j → v i ≠ v j :=
      fun i j hi hj hij e =>
        hij (hv (Set.mem_Iio.mpr (by omega)) (Set.mem_Iio.mpr (by omega)) e)
    have ih' := ih (hv.mono (Set.Iio_subset_Iio (by omega)))
    -- split off the two new orbitals and their bonds
    have hp : ∑ i ∈ range (2 * (m + 1) + 3), p (v i) =
        ∑ i ∈ range (2 * m + 3), p (v i) + p (v (2 * m + 3)) + p (v (2 * m + 4)) := by
      rw [show 2 * (m + 1) + 3 = 2 * m + 3 + 1 + 1 by ring,
        Finset.sum_range_succ _ (2 * m + 3 + 1), Finset.sum_range_succ _ (2 * m + 3)]
    have hd : ∑ i ∈ range (2 * (m + 1) + 2), d (v i) (v (i + 1)) =
        ∑ i ∈ range (2 * m + 2), d (v i) (v (i + 1)) +
          d (v (2 * m + 2)) (v (2 * m + 3)) + d (v (2 * m + 3)) (v (2 * m + 4)) := by
      rw [show 2 * (m + 1) + 2 = 2 * m + 2 + 1 + 1 by ring,
        Finset.sum_range_succ _ (2 * m + 2 + 1), Finset.sum_range_succ _ (2 * m + 2)]
    have step := insert_two_orbitals h
      (ne (2 * m + 2) (2 * m + 3) (by omega) (by omega) (by omega))
      (ne (2 * m + 2) (2 * m + 4) (by omega) (by omega) (by omega))
      (ne (2 * m + 3) (2 * m + 4) (by omega) (by omega) (by omega))
      (ne 0 (2 * m + 2) (by omega) (by omega) (by omega))
      (ne (2 * m + 4) 0 (by omega) (by omega) (by omega))
    rw [hp, hd, show 2 * (m + 1) + 2 = 2 * m + 4 by ring]
    push_cast
    linarith
```

The ring length is written as $L=2m+3$, so $(L-1)/2=m+1$. The hypothesis `Set.InjOn v (Set.Iio (2 * m + 3))` says that the listed orbitals are distinct, and the local fact `ne` turns it into the inequalities required by the three-index conditions.

The case `zero` is the triangle. In the case `succ`, `hp` and `hd` split off the two new occupations and the two new chain bonds. The insertion lemma is applied with $a$, $b$, $c$ at positions $2m+2$, $2m+3$, $2m+4$ and $o$ at position $0$. Adding its result to the induction hypothesis replaces the old closing bond by the new one.

```lean
/-- Under the three-index conditions, on a ring of `L` distinct orbitals with `L ≥ 3` odd, the
neighbouring pair occupations sum to at least the total occupation minus `(L - 1) / 2`. -/
theorem odd_ring_inequality {p : ι → ℝ} {d : ι → ι → ℝ} (h : ThreeIndexConditions p d)
    {L : ℕ} (hL : Odd L) (h3 : 3 ≤ L) (v : ℕ → ι) (hv : Set.InjOn v (Set.Iio L)) :
    ∑ i ∈ range L, p (v i) - ((L : ℝ) - 1) / 2 ≤ ringPairSum d v L := by
  obtain ⟨m, rfl⟩ : ∃ m, L = 2 * m + 3 := by
    obtain ⟨k, hk⟩ := hL
    exact ⟨k - 1, by omega⟩
  have key := chain_bound h v m hv
  have hr : ringPairSum d v (2 * m + 3) = _ := ringPairSum_succ d v (2 * m + 2)
  rw [hr]
  push_cast
  linarith
```

In words: given the three-index conditions and an odd number $L\ge3$ of distinct orbitals, the total occupation minus $(L-1)/2$ is at most the neighbouring pair sum. The proof writes $L=2m+3$, applies `chain_bound` and restores the closed-ring sum. Rings of even length do not enter.

```lean
/-- Under the three-index conditions, if neighbours on a ring of `L` distinct orbitals, `L ≥ 3`
odd, are never occupied together, the ring holds at most `(L - 1) / 2` particles on average. -/
theorem odd_ring_exclusion {p : ι → ℝ} {d : ι → ι → ℝ} (h : ThreeIndexConditions p d)
    {L : ℕ} (hL : Odd L) (h3 : 3 ≤ L) (v : ℕ → ι) (hv : Set.InjOn v (Set.Iio L))
    (hd : ∀ i < L, d (v i) (v ((i + 1) % L)) = 0) :
    ∑ i ∈ range L, p (v i) ≤ ((L : ℝ) - 1) / 2 := by
  have key := odd_ring_inequality h hL h3 v hv
  have h0 : ringPairSum d v L = 0 :=
    Finset.sum_eq_zero fun i hi => hd i (Finset.mem_range.mp hi)
  linarith
```

The hypothesis `hd` sets each neighbouring pair occupation to zero, as an ideal nearest-neighbour blockade would. The ring sum then vanishes, and the bound limits the mean particle number on the ring.

## Integer fillings and equality

Let every occupation be 0 or 1 and set $d_{ij}=n_in_j$, where $n_i$ now denotes the number 0 or 1. This describes a single Slater determinant in its own orbitals. If a triple holds $s$ particles, the left side of T1 is

$$1-s+\frac{s(s-1)}2=\frac{(s-1)(s-2)}2\ge0,$$

since $s$ is an integer. The left side of T2 is $n_k(1-n_i)(1-n_j)+(1-n_k)n_in_j$, a sum of non-negative terms.

```lean
/-- Occupations that are all zero or one, with pair occupations `n i * n j`, satisfy the
three-index conditions. -/
theorem determinant_conditions (n : ι → ℝ) (hn : ∀ i, n i = 0 ∨ n i = 1) :
    ThreeIndexConditions n (fun i j => n i * n j) where
  symm i j := mul_comm _ _
  t1 i j k _ _ _ := by
    rcases hn i with hi | hi <;> rcases hn j with hj | hj <;> rcases hn k with hk | hk <;>
      norm_num [hi, hj, hk]
  t2 i j k _ _ _ := by
    rcases hn i with hi | hi <;> rcases hn j with hj | hj <;> rcases hn k with hk | hk <;>
      norm_num [hi, hj, hk]
```

Lean checks the eight fillings of a triple one by one instead of using these factorised forms.

```lean
/-- The alternating filling: odd-numbered orbitals are occupied, even-numbered ones empty. -/
def alternating (i : ℕ) : ℝ := if i % 2 = 1 then 1 else 0
```

On a ring of length $L=2m+1$ this filling occupies orbitals $1,3,\dots,2m-1$. It holds $m$ particles, and none are neighbours: the closing bond joins the empty orbitals $2m$ and $0$. The pair sum is therefore $0=m-(L-1)/2$, which is equality.

```lean
/-- The alternating filling satisfies the three-index conditions and attains equality in the
ring inequality for every odd `L`. -/
theorem odd_ring_sharp :
    ThreeIndexConditions alternating (fun i j => alternating i * alternating j) ∧
    ∀ L : ℕ, Odd L → ringPairSum (fun i j => alternating i * alternating j) id L =
      ∑ i ∈ range L, alternating i - ((L : ℝ) - 1) / 2 := by
  have even0 : ∀ i, i % 2 = 0 → alternating i = 0 := by
    intro i hi
    unfold alternating
    exact if_neg (by omega)
  have odd1 : ∀ i, i % 2 = 1 → alternating i = 1 := by
    intro i hi
    unfold alternating
    exact if_pos hi
  refine ⟨determinant_conditions _ fun i => ?_, ?_⟩
  · rcases Nat.mod_two_eq_zero_or_one i with hi | hi
    · exact Or.inl (even0 i hi)
    · exact Or.inr (odd1 i hi)
  · rintro L ⟨m, rfl⟩
    -- the ring holds m particles
    have hs : ∑ i ∈ range (2 * m + 1), alternating i = m := by
      induction m with
      | zero => simp [even0 0 rfl]
      | succ k ih =>
        rw [show 2 * (k + 1) + 1 = 2 * k + 1 + 1 + 1 by ring,
          Finset.sum_range_succ _ (2 * k + 1 + 1), Finset.sum_range_succ _ (2 * k + 1), ih,
          odd1 (2 * k + 1) (by omega), even0 (2 * k + 1 + 1) (by omega)]
        push_cast
        ring
    -- and no two of them are neighbours
    have hz : ∑ i ∈ range (2 * m), alternating i * alternating (i + 1) = 0 := by
      apply Finset.sum_eq_zero
      intro i _
      rcases Nat.mod_two_eq_zero_or_one i with hi | hi
      · rw [even0 i hi, zero_mul]
      · rw [even0 (i + 1) (by omega), mul_zero]
    rw [ringPairSum_succ, hs]
    simp only [id_eq]
    rw [hz, even0 0 rfl]
    push_cast
    ring
```

The first part obtains the three-index conditions from `determinant_conditions`. In the second, `hs` counts the $m$ particles by induction and `hz` shows that every bond of the open chain has an empty end. The identity map `id` lists the orbitals in their natural order. The filling is defined on all natural numbers, but each ring uses only the first $L$. The equality also includes $L=1$, where the formula pairs orbital 0 with itself and both sides are zero.

Thus the constant $(L-1)/2$ cannot be lowered for any odd $L\ge3$, even if only integer fillings are considered.

## A pentagon that satisfies T1 and violates the bound

```lean
/-- Pair occupations on a pentagon: zero for neighbours and one half otherwise. -/
def pentagonPair (i j : Fin 5) : ℝ := if j = i + 1 ∨ i = j + 1 then 0 else 1 / 2
```

Orbitals are now elements of `Fin 5`, where addition wraps around, so `j = i + 1 ∨ i = j + 1` means that $i$ and $j$ are neighbours on the pentagon.

```lean
set_option maxRecDepth 10000 in
/-- T1 alone does not give the ring inequality: with all occupations one half, the symmetric
pentagon data obey T1 on every triple of distinct orbitals and violate the inequality for
`L = 5`. -/
theorem t1_alone_insufficient :
    (∀ i j, pentagonPair i j = pentagonPair j i) ∧
    (∀ i j k, i ≠ j → i ≠ k → j ≠ k →
      0 ≤ 1 - 1 / 2 - 1 / 2 - 1 / 2 + pentagonPair i j + pentagonPair i k + pentagonPair j k) ∧
    ringPairSum pentagonPair (fun i => Fin.ofNat 5 i) 5 <
      ∑ _i ∈ range 5, (1 / 2 : ℝ) - (5 - 1) / 2 := by
  have nonneg : ∀ i j, 0 ≤ pentagonPair i j := by
    intro i j
    unfold pentagonPair
    split_ifs <;> norm_num
  have far : ∀ i j : Fin 5, ¬(j = i + 1 ∨ i = j + 1) → pentagonPair i j = 1 / 2 :=
    fun i j hij => if_neg hij
  -- a pentagon contains no triangle of neighbours
  have noTriangle : ∀ i j k : Fin 5, i ≠ j → i ≠ k → j ≠ k →
      ¬(j = i + 1 ∨ i = j + 1) ∨ ¬(k = i + 1 ∨ i = k + 1) ∨ ¬(k = j + 1 ∨ j = k + 1) := by
    decide
  refine ⟨fun i j => by simp [pentagonPair, or_comm], ?_, ?_⟩
  · intro i j k hij hik hjk
    rcases noTriangle i j k hij hik hjk with e | e | e <;>
      linarith [far _ _ e, nonneg i j, nonneg i k, nonneg j k]
  · have near : ∀ i < 5, Fin.ofNat 5 ((i + 1) % 5) = Fin.ofNat 5 i + 1 ∨
        Fin.ofNat 5 i = Fin.ofNat 5 ((i + 1) % 5) + 1 := by decide
    have h0 : ringPairSum pentagonPair (fun i => Fin.ofNat 5 i) 5 = 0 :=
      Finset.sum_eq_zero fun i hi => if_pos (near i (Finset.mem_range.mp hi))
    rw [h0, Finset.sum_const, Finset.card_range]
    norm_num

end

end OddRingConditions
```

The theorem has three parts: the pair occupations are symmetric, T1 holds on all distinct triples with every $p_i=1/2$, and the ring sum lies strictly below the bound. Symmetry and T1 together are therefore too weak to imply the odd-ring inequality at $L=5$.

The fact `noTriangle`, found by `decide` through enumeration, says that three distinct orbitals on a pentagon cannot all be mutual neighbours. One pair therefore contributes $1/2$, the others contribute at least zero, and T1 follows. The fact `near` confirms that consecutive ring positions are neighbours, so the ring sum is zero, while the bound is $5/2-2=1/2$.

```lean
#print axioms OddRingConditions.odd_ring_inequality
#print axioms OddRingConditions.odd_ring_exclusion
#print axioms OddRingConditions.odd_ring_sharp
#print axioms OddRingConditions.t1_alone_insufficient
```

```
'OddRingConditions.odd_ring_inequality' depends on axioms: [propext, Classical.choice, Quot.sound]
'OddRingConditions.odd_ring_exclusion' depends on axioms: [propext, Classical.choice, Quot.sound]
'OddRingConditions.odd_ring_sharp' depends on axioms: [propext, Classical.choice, Quot.sound]
'OddRingConditions.t1_alone_insufficient' depends on axioms: [propext, Classical.choice, Quot.sound]
```
